# The linear-dichroism hole ratio n_z/n_x = 3 I_c/(4 I_ab − I_c) for p → d absorption with a common intensity scale

Absorption is modelled here as a sum of independent contributions from two d orbitals: each contributes its number of holes times its angular dipole strength, and one positive scale R multiplies the whole. R stands for the squared radial integral and the experimental factors, taken to be equal for both orbitals and both polarizations. Holes occur only in 3z²−r² and x²−y², with counts n_z and n_x.

Let I_c be the absorption for polarization along z and I_ab the absorption for polarization along x, each integrated over energy across all the p → d transitions, including both spin-orbit-split edges. For R > 0 and n_x > 0,

n_z/n_x = 3 I_c/(4 I_ab − I_c),

and the denominator is positive.

## Where the ratio enters a code

In this two-orbital, one-electron dipole model, the identity turns a pair of computed or measured energy-integrated polarized intensities into a ratio of orbital hole counts without a value for R. The angular strengths behind it are squared dipole elements summed over the three p orbitals. They also give a code exact numbers against which to compare its real harmonics and dipole integrals:

| Polarization | 3z²−r² | x²−y² |
|---|---|---|
| z | 4/15 | 0 |
| x | 1/15 | 3/15 |

## From sphere integrals to hole counts

Number the Cartesian components 0, 1, 2 for x, y, z, and let r be a unit vector,

r = (sin θ cos φ, sin θ sin φ, cos θ).

The sphere integral, written ∫ below, runs over φ from 0 to 2π and θ from 0 to π with weight sin θ. Over φ, the integrals of 1, cos²φ, cos⁴φ and cos²φ sin²φ are 2π, π, 3π/4 and π/4. Over θ, the integrals of sin⁵θ, sin³θ cos²θ and cos⁴θ sin θ are 16/15, 4/15 and 2/5. Multiplying these gives

∫ r_i⁴ = 4π/5,
∫ r_i² r_k² = 4π/15 for i ≠ k.

Any quartic monomial with an odd power of a component integrates to zero.

The p harmonics are p_i = K r_i with K² = 3/(4π). Both d harmonics have the form

d = Σ_k w_k r_k², with w_0 + w_1 + w_2 = 0.

For 3z²−r² the weights are (−Z, −Z, 2Z) with Z² = 5/(16π). For x²−y² they are (X, −X, 0) with X² = 15/(16π).

These constants normalize the functions. Since r_0² + r_1² + r_2² = 1 on the sphere,

∫ r_i² = 4π/5 + 2 · 4π/15 = 4π/3,

so ∫ p_i² = 1, while different p harmonics are orthogonal by parity. For two d functions with weights w and v, the zero sums give

∫ d_w d_v = (4π/15)[(Σ_k w_k)(Σ_k v_k) + 2 Σ_k w_k v_k] = (8π/15) Σ_k w_k v_k.

The two norms are (8π/15) · 6Z² = 1 and (8π/15) · 2X² = 1. The overlap is proportional to −ZX + ZX = 0.

For a real polarization vector ε, the dipole element from p_i keeps only the ε_i r_i part of ε·r:

M_i = K ε_i (4π/15)(w_0 + w_1 + w_2 + 2w_i) = K (8π/15) w_i ε_i.

Squaring and summing over the three p orbitals gives the strength

S = (16π/75) Σ_i (w_i ε_i)².

Inserting the two sets of weights,

S(3z²−r²) = (ε_0² + ε_1² + 4ε_2²)/15,
S(x²−y²) = (ε_0² + ε_1²)/5.

Setting ε = (0, 0, 1) and ε = (1, 0, 0) gives the table. The intensities are therefore

I_c = (4/15) R n_z,
I_ab = R (n_z + 3n_x)/15.

In 4 I_ab − I_c the n_z terms cancel:

4 I_ab − I_c = (4/5) R n_x,
3 I_c = (4/5) R n_z.

The first line is positive because R and n_x are, and dividing the second by the first gives the ratio.

## The Lean file

```lean
import Mathlib

open scoped Real
open Matrix

namespace LinearDichroismSumRule

noncomputable section

/-- The unit vector with polar angle `θ` and azimuth `φ`. -/
def direction (θ φ : ℝ) : Fin 3 → ℝ :=
  ![Real.sin θ * Real.cos φ, Real.sin θ * Real.sin φ, Real.cos θ]

/-- The integral of a function over the unit sphere, in spherical angles. -/
def sphereIntegral (f : (Fin 3 → ℝ) → ℝ) : ℝ :=
  ∫ θ in (0 : ℝ)..π, ∫ φ in (0 : ℝ)..(2 * π), f (direction θ φ) * Real.sin θ

/-- The real p harmonic along the Cartesian axis `i`. -/
def pOrb (i : Fin 3) (r : Fin 3 → ℝ) : ℝ := √(3 / (4 * π)) * r i

/-- The real d harmonic `3z² - r²`. -/
def dZ2 (r : Fin 3 → ℝ) : ℝ :=
  √(5 / (16 * π)) * (3 * r 2 ^ 2 - (r 0 ^ 2 + r 1 ^ 2 + r 2 ^ 2))

/-- The real d harmonic `x² - y²`. -/
def dX2Y2 (r : Fin 3 → ℝ) : ℝ := √(15 / (16 * π)) * (r 0 ^ 2 - r 1 ^ 2)

/-- The angular dipole matrix element between `pOrb i` and `d` for polarization `ε`. -/
def dipole (ε : Fin 3 → ℝ) (i : Fin 3) (d : (Fin 3 → ℝ) → ℝ) : ℝ :=
  sphereIntegral (fun r => pOrb i r * (ε ⬝ᵥ r) * d r)

/-- The squared dipole elements into `d`, summed over the three p orbitals. -/
def strength (ε : Fin 3 → ℝ) (d : (Fin 3 → ℝ) → ℝ) : ℝ := ∑ i, dipole ε i d ^ 2

/-- The absorption for polarization `ε`, with `nz` holes in `3z² - r²`, `nx` holes in
`x² - y²` and a polarization-independent scale `R`. -/
def absorption (R nz nx : ℝ) (ε : Fin 3 → ℝ) : ℝ :=
  R * (nz * strength ε dZ2 + nx * strength ε dX2Y2)

/-- The integral over the azimuth of a trigonometric polynomial of degree four. -/
theorem azimuth_integral (k0 k1 k2 k3 k4 k5 k6 k7 k8 : ℝ) :
    ∫ t in (0 : ℝ)..(2 * π), (k0 + k1 * Real.cos t ^ 2 + k2 * Real.cos t ^ 4
      + k3 * (Real.cos t * Real.sin t) + k4 * (Real.cos t ^ 3 * Real.sin t)
      + k5 * Real.sin t + k6 * (Real.cos t ^ 2 * Real.sin t)
      + k7 * Real.cos t + k8 * Real.cos t ^ 3)
    = 2 * π * k0 + π * k1 + 3 * π / 4 * k2 := by
  -- an explicit antiderivative
  have hd := fun t : ℝ =>
    have hs := Real.hasDerivAt_sin t
    have hc := Real.hasDerivAt_cos t
    have c2 := hc.fun_mul hc
    have c3 := c2.fun_mul hc
    ((((((((((hasDerivAt_id' t).const_mul (k0 + k1 / 2 + 3 * k2 / 8)).fun_add
      ((hs.fun_mul hc).const_mul (k1 / 2 + 3 * k2 / 8))).fun_add
      ((c3.fun_mul hs).const_mul (k2 / 4))).fun_add
      (c2.const_mul (-k3 / 2))).fun_add
      ((c3.fun_mul hc).const_mul (-k4 / 4))).fun_add
      (hc.const_mul (-k5))).fun_add
      (c3.const_mul (-k6 / 3))).fun_add
      (hs.const_mul (k7 + k8))).fun_add
      (((hs.fun_mul hs).fun_mul hs).const_mul (-k8 / 3)))
  rw [intervalIntegral.integral_eq_sub_of_hasDerivAt
    (fun t _ => (hd t).congr_deriv (by
      linear_combination (-(k1 / 2 + 3 * k2 / 8) - 3 * k2 / 4 * Real.cos t ^ 2
        - k8 * Real.cos t) * Real.sin_sq_add_cos_sq t))
    (Continuous.intervalIntegrable (by fun_prop) _ _)]
  simp only [Real.sin_two_pi, Real.cos_two_pi, Real.sin_zero, Real.cos_zero]
  ring

/-- The integral over the polar angle, with weight `sin θ`, of an even quartic form in `sin θ` and
`cos θ`. -/
theorem polar_integral (U V W : ℝ) :
    ∫ t in (0 : ℝ)..π, (U * Real.sin t ^ 4 + V * (Real.sin t ^ 2 * Real.cos t ^ 2)
      + W * Real.cos t ^ 4) * Real.sin t = 16 / 15 * U + 4 / 15 * V + 2 / 5 * W := by
  have hd := fun t : ℝ =>
    have hc := Real.hasDerivAt_cos t
    have c3 := (hc.fun_mul hc).fun_mul hc
    ((hc.const_mul (-U)).fun_add (c3.const_mul ((2 * U - V) / 3))).fun_add
      (((c3.fun_mul hc).fun_mul hc).const_mul (-(U - V + W) / 5))
  rw [intervalIntegral.integral_eq_sub_of_hasDerivAt
    (fun t _ => (hd t).congr_deriv (by
      linear_combination (-Real.sin t * (U * (1 - Real.cos t ^ 2 + Real.sin t ^ 2)
        + V * Real.cos t ^ 2)) * Real.sin_sq_add_cos_sq t))
    (Continuous.intervalIntegrable (by fun_prop) _ _)]
  simp only [Real.cos_pi, Real.cos_zero]
  ring

/-- Functions that agree on the unit sphere have the same sphere integral. -/
theorem sphereIntegral_congr {f g : (Fin 3 → ℝ) → ℝ}
    (h : ∀ r, r 0 ^ 2 + r 1 ^ 2 + r 2 ^ 2 = 1 → f r = g r) :
    sphereIntegral f = sphereIntegral g := by
  have e : ∀ θ φ, f (direction θ φ) = g (direction θ φ) := fun θ φ => h _ (by
    change (Real.sin θ * Real.cos φ) ^ 2 + (Real.sin θ * Real.sin φ) ^ 2
      + Real.cos θ ^ 2 = 1
    linear_combination Real.sin θ ^ 2 * Real.sin_sq_add_cos_sq φ
      + Real.sin_sq_add_cos_sq θ)
  simp only [sphereIntegral, e]

/-- The sphere integral of a quadratic form times a diagonal quadratic form. -/
theorem sphere_quartic (A B C D E F a b c : ℝ) :
    sphereIntegral (fun r => (A * r 0 ^ 2 + B * r 1 ^ 2 + C * r 2 ^ 2 + D * (r 0 * r 1)
      + E * (r 1 * r 2) + F * (r 0 * r 2)) * (a * r 0 ^ 2 + b * r 1 ^ 2 + c * r 2 ^ 2))
    = 4 * π / 15 * (3 * (A * a + B * b + C * c)
      + A * b + B * a + A * c + C * a + B * c + C * b) := by
  unfold sphereIntegral
  refine Eq.trans (intervalIntegral.integral_congr fun θ _ => ?_)
    ((polar_integral (π / 4 * (3 * A * a + 3 * B * b + A * b + B * a))
      (π * (A * c + B * c + C * a + C * b)) (2 * π * C * c)).trans (by ring))
  beta_reduce
  -- at fixed polar angle, integrate over the azimuth
  let s := Real.sin θ
  let z := Real.cos θ
  let G := B * s ^ 2 + C * z ^ 2
  let g := b * s ^ 2 + c * z ^ 2
  let p := (A - B) * s ^ 2
  let q := (a - b) * s ^ 2
  refine Eq.trans (intervalIntegral.integral_congr fun φ _ => ?_)
    ((azimuth_integral (G * g * s) ((p * g + G * q) * s) (p * q * s)
      (D * s ^ 2 * g * s) (D * s ^ 2 * q * s) (E * s * z * g * s) (E * s * z * q * s)
      (F * s * z * g * s) (F * s * z * q * s)).trans (by simp only [G, g, p, q, s, z]; ring))
  have d0 : direction θ φ 0 = Real.sin θ * Real.cos φ := rfl
  have d1 : direction θ φ 1 = Real.sin θ * Real.sin φ := rfl
  have d2 : direction θ φ 2 = Real.cos θ := rfl
  simp only [d0, d1, d2, mul_pow, Real.sin_sq φ, G, g, p, q, s, z]
  ring

/-- The sphere integral of a coordinate, a dipole operator and a diagonal quadratic form. -/
theorem sphere_dipole (i : Fin 3) (ε w : Fin 3 → ℝ) :
    sphereIntegral (fun r => r i * (ε ⬝ᵥ r) * ∑ k, w k * r k ^ 2)
      = 4 * π / 15 * ((∑ k, w k) * ε i + 2 * (w i * ε i)) := by
  have key : ∀ u : Fin 3 → ℝ,
      sphereIntegral (fun r => (u ⬝ᵥ r) * (ε ⬝ᵥ r) * ∑ k, w k * r k ^ 2)
        = 4 * π / 15 * ((∑ k, w k) * (u ⬝ᵥ ε) + 2 * ∑ k, w k * (u k * ε k)) := by
    intro u
    refine Eq.trans (sphereIntegral_congr fun r _ => ?_)
      ((sphere_quartic (u 0 * ε 0) (u 1 * ε 1) (u 2 * ε 2) (u 0 * ε 1 + u 1 * ε 0)
        (u 1 * ε 2 + u 2 * ε 1) (u 0 * ε 2 + u 2 * ε 0) (w 0) (w 1) (w 2)).trans ?_)
    all_goals
      simp only [dotProduct, Fin.sum_univ_three]
      ring
  have h := key (Pi.single i 1)
  have h1 : ∀ v : Fin 3 → ℝ, (Pi.single i 1 : Fin 3 → ℝ) ⬝ᵥ v = v i := fun v => by simp
  have h2 : ∑ k, w k * ((Pi.single i 1 : Fin 3 → ℝ) k * ε k) = w i * ε i := by
    simp [Pi.single_apply]
  simp only [h1] at h
  rw [h2] at h
  exact h

/-- The square of a normalization constant `√(a / (bπ))`, multiplied by `π`, is `a / b`. -/
theorem normalization_sq (a b : ℝ) (ha : 0 < a) (hb : 0 < b) :
    √(a / (b * π)) ^ 2 * π = a / b := by
  have hp := Real.pi_pos
  rw [Real.sq_sqrt (by positivity)]
  field_simp

/-- The three p harmonics are orthonormal on the sphere, and so are the two d harmonics. -/
theorem harmonics_orthonormal :
    (∀ i j, sphereIntegral (fun r => pOrb i r * pOrb j r) = if i = j then 1 else 0) ∧
    sphereIntegral (fun r => dZ2 r * dZ2 r) = 1 ∧
    sphereIntegral (fun r => dX2Y2 r * dX2Y2 r) = 1 ∧
    sphereIntegral (fun r => dZ2 r * dX2Y2 r) = 0 := by
  have hK := normalization_sq 3 4 (by norm_num) (by norm_num)
  have hZ := normalization_sq 5 16 (by norm_num) (by norm_num)
  have hX := normalization_sq 15 16 (by norm_num) (by norm_num)
  let Z := √(5 / (16 * π))
  let X := √(15 / (16 * π))
  refine ⟨fun i j => ?_, ?_, ?_, ?_⟩
  · refine Eq.trans (sphereIntegral_congr fun r h => ?_)
      ((sphere_dipole i (Pi.single j 1) (fun _ => √(3 / (4 * π)) ^ 2)).trans ?_)
    · have hj : (Pi.single j 1 : Fin 3 → ℝ) ⬝ᵥ r = r j := by simp
      simp only [hj, pOrb, Fin.sum_univ_three]
      linear_combination (-(√(3 / (4 * π)) ^ 2 * r i * r j)) * h
    · rw [← Pi.single_apply j (1 : ℝ) i]
      simp only [Fin.sum_univ_three]
      linear_combination (4 / 3 * (Pi.single j 1 : Fin 3 → ℝ) i) * hK
  · refine Eq.trans (sphereIntegral_congr fun r _ => ?_)
      ((sphere_quartic (-Z) (-Z) (2 * Z) 0 0 0 (-Z) (-Z) (2 * Z)).trans ?_)
    · simp only [dZ2, Z]; ring
    · simp only [Z]; linear_combination 16 / 5 * hZ
  · refine Eq.trans (sphereIntegral_congr fun r _ => ?_)
      ((sphere_quartic X (-X) 0 0 0 0 X (-X) 0).trans ?_)
    · simp only [dX2Y2, X]; ring
    · simp only [X]; linear_combination 16 / 15 * hX
  · refine Eq.trans (sphereIntegral_congr fun r _ => ?_)
      ((sphere_quartic (-Z) (-Z) (2 * Z) 0 0 0 X (-X) 0).trans (by ring))
    simp only [dZ2, dX2Y2, Z, X]; ring

/-- The summed squared dipole elements into the two d orbitals for any polarization vector. -/
theorem strength_polarization (ε : Fin 3 → ℝ) :
    strength ε dZ2 = (ε 0 ^ 2 + ε 1 ^ 2 + 4 * ε 2 ^ 2) / 15 ∧
    strength ε dX2Y2 = (ε 0 ^ 2 + ε 1 ^ 2) / 5 := by
  have hK := normalization_sq 3 4 (by norm_num) (by norm_num)
  have hZ := normalization_sq 5 16 (by norm_num) (by norm_num)
  have hX := normalization_sq 15 16 (by norm_num) (by norm_num)
  -- a traceless diagonal form couples each p orbital to its own field component
  have key : ∀ w : Fin 3 → ℝ, w 0 + w 1 + w 2 = 0 →
      strength ε (fun r => ∑ k, w k * r k ^ 2)
        = 16 * π / 75 * ((w 0 * ε 0) ^ 2 + (w 1 * ε 1) ^ 2 + (w 2 * ε 2) ^ 2) := by
    intro w hw
    have hM : ∀ i, dipole ε i (fun r => ∑ k, w k * r k ^ 2)
        = √(3 / (4 * π)) * (8 * π / 15) * (w i * ε i) := by
      intro i
      refine Eq.trans (sphereIntegral_congr fun r _ => ?_)
        ((sphere_dipole i ε (fun k => √(3 / (4 * π)) * w k)).trans ?_)
      · simp only [pOrb, Fin.sum_univ_three]; ring
      · simp only [Fin.sum_univ_three]
        linear_combination (4 * π / 15 * √(3 / (4 * π)) * ε i) * hw
    unfold strength
    rw [Fin.sum_univ_three, hM 0, hM 1, hM 2]
    linear_combination (64 * π / 225 *
      ((w 0 * ε 0) ^ 2 + (w 1 * ε 1) ^ 2 + (w 2 * ε 2) ^ 2)) * hK
  let Z := √(5 / (16 * π))
  let X := √(15 / (16 * π))
  constructor
  · have e : dZ2 = fun r => ∑ k, (![-Z, -Z, 2 * Z] : Fin 3 → ℝ) k * r k ^ 2 := by
      funext r
      rw [Fin.sum_univ_three]
      change dZ2 r = -Z * r 0 ^ 2 + -Z * r 1 ^ 2 + 2 * Z * r 2 ^ 2
      simp only [dZ2, Z]; ring
    rw [e, key _ (by change -Z + -Z + 2 * Z = 0; ring)]
    change 16 * π / 75 * ((-Z * ε 0) ^ 2 + (-Z * ε 1) ^ 2 + (2 * Z * ε 2) ^ 2) = _
    simp only [Z]
    linear_combination (16 / 75 * (ε 0 ^ 2 + ε 1 ^ 2 + 4 * ε 2 ^ 2)) * hZ
  · have e : dX2Y2 = fun r => ∑ k, (![X, -X, 0] : Fin 3 → ℝ) k * r k ^ 2 := by
      funext r
      rw [Fin.sum_univ_three]
      change dX2Y2 r = X * r 0 ^ 2 + -X * r 1 ^ 2 + 0 * r 2 ^ 2
      simp only [dX2Y2, X]; ring
    rw [e, key _ (by change X + -X + 0 = 0; ring)]
    change 16 * π / 75 * ((X * ε 0) ^ 2 + (-X * ε 1) ^ 2 + (0 * ε 2) ^ 2) = _
    simp only [X]
    linear_combination (16 / 75 * (ε 0 ^ 2 + ε 1 ^ 2)) * hX

/-- The summed squared dipole elements are 4/15 and 0 for z polarization, and 1/15 and 3/15
for x polarization, into `3z² - r²` and `x² - y²` respectively. -/
theorem strength_table :
    strength ![0, 0, 1] dZ2 = 4 / 15 ∧ strength ![0, 0, 1] dX2Y2 = 0 ∧
    strength ![1, 0, 0] dZ2 = 1 / 15 ∧ strength ![1, 0, 0] dX2Y2 = 3 / 15 := by
  refine ⟨?_, ?_, ?_, ?_⟩
  · rw [(strength_polarization _).1]
    change ((0 : ℝ) ^ 2 + 0 ^ 2 + 4 * 1 ^ 2) / 15 = 4 / 15
    norm_num
  · rw [(strength_polarization _).2]
    change ((0 : ℝ) ^ 2 + 0 ^ 2) / 5 = 0
    norm_num
  · rw [(strength_polarization _).1]
    change ((1 : ℝ) ^ 2 + 0 ^ 2 + 4 * 0 ^ 2) / 15 = 1 / 15
    norm_num
  · rw [(strength_polarization _).2]
    change ((1 : ℝ) ^ 2 + 0 ^ 2) / 5 = 3 / 15
    norm_num

/-- Let `R` and `n_x` be positive. With `I_c` and `I_ab` the absorption for z and x polarization, `4
I_ab - I_c` is positive and the ratio of hole counts is `n_z / n_x = 3 I_c / (4 I_ab - I_c)`. -/
theorem hole_ratio_sum_rule {R nz nx : ℝ} (hR : 0 < R) (hx : 0 < nx) :
    0 < 4 * absorption R nz nx ![1, 0, 0] - absorption R nz nx ![0, 0, 1] ∧
    nz / nx = 3 * absorption R nz nx ![0, 0, 1] /
      (4 * absorption R nz nx ![1, 0, 0] - absorption R nz nx ![0, 0, 1]) := by
  obtain ⟨h1, h2, h3, h4⟩ := strength_table
  have hc : absorption R nz nx ![0, 0, 1] = 4 / 15 * R * nz := by
    rw [absorption, h1, h2]; ring
  -- the z² holes cancel in this combination
  have hd : 4 * absorption R nz nx ![1, 0, 0] - absorption R nz nx ![0, 0, 1]
      = 4 / 5 * R * nx := by
    rw [hc, absorption, h3, h4]; ring
  have hp : 0 < 4 / 5 * R * nx := by positivity
  rw [hd, hc]
  refine ⟨hp, ?_⟩
  rw [div_eq_div_iff hx.ne' hp.ne']
  ring

end

end LinearDichroismSumRule
```

```lean
#print axioms LinearDichroismSumRule.harmonics_orthonormal
-- 'LinearDichroismSumRule.harmonics_orthonormal' depends on axioms: [propext, Classical.choice, Quot.sound]
#print axioms LinearDichroismSumRule.hole_ratio_sum_rule
-- 'LinearDichroismSumRule.hole_ratio_sum_rule' depends on axioms: [propext, Classical.choice, Quot.sound]
```

## How the definitions and proofs match the calculation

Vectors are functions `Fin 3 → ℝ`, and `ε ⬝ᵥ r` is the dipole operator. `sphereIntegral` is the iterated angular integral above; `pOrb`, `dZ2` and `dX2Y2` are the normalized harmonics. `dipole` is M_i, `strength` is S, and `absorption` is the model intensity. The vectors `![0, 0, 1]` and `![1, 0, 0]` select I_c and I_ab.

`azimuth_integral` and `polar_integral` supply explicit antiderivatives and check their derivatives using sin² + cos² = 1. `sphere_quartic` combines them into the quartic sphere integral, and `sphere_dipole` specializes it to a coordinate times the dipole operator. `sphereIntegral_congr` permits the use of r_0² + r_1² + r_2² = 1, and `normalization_sq` removes the square roots from squared constants.

`harmonics_orthonormal` establishes the norms and overlaps. Inside `strength_polarization`, `key` is the formula for S with traceless weights; the `linear_combination` steps insert the zero sum and the values of K², Z² and X². `strength_table` evaluates the two polarizations. Finally, `hole_ratio_sum_rule` rewrites the intensities as above, obtains the positive denominator with `positivity`, and proves the ratio by cross-multiplication.

## Range of validity of the hole ratio

The strength formulas hold for every real ε, normalized or not. They show that any unit vector in the xy plane gives the same strengths as x, which justifies the label I_ab within this model. The ratio theorem places no condition on n_z; physical hole counts are nonnegative, and n_z = 0 correctly gives zero.

The additive form of the absorption and the common R are assumed here, not derived from a many-electron Hamiltonian. The model has no interference between the two d orbitals, no holes in xy, xz or yz, and no p → s background. Orbital-dependent radial integrals are also absent. Applying the ratio to a spectrum requires a separate argument that these effects are negligible or have been removed. The model sums over the whole p shell, so it does not treat spin-orbit-split edges separately. It also says nothing about line shapes: core-hole interactions can redistribute intensity over energy, so peak heights should not be used in place of the integrated intensities.
